# A Hubbard force that omits the derivative of a geometry-dependent U need not be conservative

Q: In a DFT+U relaxation I recompute U whenever the nuclei move, because its value changes with geometry. The force routine then treats the current U as a constant. At every geometry that force comes from a legitimate fixed-U energy. Where could non-conservative behaviour come from?

A: From the fact that it is a different energy at each geometry. With one U shared by all Hubbard sites, write the Hubbard energy as U p, where p is the occupation penalty, for instance half the sum of Tr[n(1 − n)] over the occupation matrices n. If both factors depend on the nuclear displacement x, the product rule gives

−d(U p) = −U dp − p dU.

The routine keeps F = −U dp. The question is whether a single energy E has dE = U dp at all geometries.

Q: What are the geometries in the Lean version?

A: Vectors in a real normed space `V`, of any dimension.

```lean
import Mathlib

open intervalIntegral

namespace HubbardFrozenUForce

noncomputable section

variable {V : Type*} [NormedAddCommGroup V] [NormedSpace ℝ V]
```

The force is a covector: applied to a displacement, it returns work to first order.

```lean
/-- The Hubbard force `-U dp` that omits the derivative of `U`, for a differentiable
occupation penalty `p`; it is a covector that pairs with a displacement to give work. -/
def frozenUForce (U p : V → ℝ) (x : V) : V →L[ℝ] ℝ :=
  -(U x • fderiv ℝ p x)
```

Here `fderiv ℝ p x` is dp at x. "Frozen" means that U is not differentiated; its value still varies with x.

Q: And "conservative" is a statement about closed loops?

A: It is stated through an energy, which has to exist on all of `V` and only has to be differentiable.

```lean
/-- A force field is conservative if it is minus the differential of an energy defined
on the whole configuration space. -/
def IsConservative (F : V → V →L[ℝ] ℝ) : Prop :=
  ∃ E : V → ℝ, ∀ x, HasFDerivAt E (-F x) x
```

Loops enter through the work around a rectangle in a plane of two displacement coordinates.

```lean
/-- The work done by a planar force along the boundary of the rectangle with corners
`(0, 0)` and `(a, b)`, traversed from the origin first along `x`, then along `y`, and back. -/
def rectangleWork (F : ℝ × ℝ → ℝ × ℝ →L[ℝ] ℝ) (a b : ℝ) : ℝ :=
  (∫ s in (0 : ℝ)..a, F (s, 0) (1, 0)) + (∫ t in (0 : ℝ)..b, F (a, t) (0, 1))
    - (∫ s in (0 : ℝ)..a, F (s, b) (1, 0)) - (∫ t in (0 : ℝ)..b, F (0, t) (0, 1))
```

The two minus signs account for the sides traversed backwards.

Q: Does the formal force really differ from the full one by the term you named?

A: Yes, wherever U and p are differentiable. The proof is the product rule followed by a rearrangement.

```lean
/-- Where `U` and `p` are differentiable, the force of the Hubbard energy `U p` is the
force at frozen `U` minus `p` times the differential of `U`. -/
theorem full_force_eq {U p : V → ℝ} {x : V}
    (hU : DifferentiableAt ℝ U x) (hp : DifferentiableAt ℝ p x) :
    -fderiv ℝ (fun y => U y * p y) x = frozenUForce U p x - p x • fderiv ℝ U x := by
  have h : HasFDerivAt (fun y => U y * p y)
      (U x • fderiv ℝ p x + p x • fderiv ℝ U x) x :=
    hU.hasFDerivAt.mul hp.hasFDerivAt
  rw [h.fderiv, frozenUForce]
  abel
```

Q: A missing term makes the force wrong for U p. It could still be the exact force of some other energy.

A: It could, so suppose that dE = U dp everywhere. Differentiate once more along v and apply the result to w:

d²E(v, w) = U d²p(v, w) + dU(v) dp(w).

Second derivatives are symmetric, so exchanging v and w leaves d²E and d²p unchanged. Subtracting the exchanged equation gives

dU(v) dp(w) = dU(w) dp(v).

Every such energy therefore forces this relation between U and p.

```lean
/-- Let `p` be twice continuously differentiable and `U` differentiable at `x`. If the force
at frozen `U` is conservative, then `dU(v) dp(w) = dU(w) dp(v)` at `x` for all
displacements `v` and `w`. -/
theorem conservative_compatibility {U p : V → ℝ} {x : V}
    (hU : DifferentiableAt ℝ U x) (hp : ContDiff ℝ 2 p)
    (h : IsConservative (frozenUForce U p)) (v w : V) :
    fderiv ℝ U x v * fderiv ℝ p x w = fderiv ℝ U x w * fderiv ℝ p x v := by
  obtain ⟨E, hE⟩ := h
  have hE' : ∀ y, HasFDerivAt E (U y • fderiv ℝ p y) y := fun y => by
    simpa only [frozenUForce, neg_neg] using hE y
  have hp1 : Differentiable ℝ p := hp.differentiable (by norm_num)
  have hpc : ContDiff ℝ 1 (fderiv ℝ p) := hp.fderiv_right (by norm_num)
  have hp2 : HasFDerivAt (fderiv ℝ p) (fderiv ℝ (fderiv ℝ p) x) x :=
    (hpc.differentiable (by norm_num) x).hasFDerivAt
  -- the second derivative of the supposed energy
  have hF : HasFDerivAt (fun y => U y • fderiv ℝ p y)
      (U x • fderiv ℝ (fderiv ℝ p) x + (fderiv ℝ U x).smulRight (fderiv ℝ p x)) x :=
    hU.hasFDerivAt.smul hp2
  -- both Hessians are symmetric, so the remaining term is symmetric as well
  have hsym := second_derivative_symmetric (fun y => (hp1 y).hasFDerivAt) hp2 v w
  have hs := second_derivative_symmetric hE' hF v w
  simp only [add_apply, smul_apply,
    ContinuousLinearMap.smulRight_apply, smul_eq_mul] at hs
  linear_combination hs - U x * hsym
```

In the proof, `hF` is the second derivative above, `hsym` is the symmetry for p, and `hs` is the symmetry for E. The last line subtracts U times `hsym` from `hs`. The theorem assumes that the penalty p is twice continuously differentiable, but asks of U only that it be differentiable at the point considered.

Q: I would rather see partial derivatives.

A: Take v and w to be the coordinate vectors of the plane. The chain rule along each coordinate line identifies the partial derivatives with values of the differential.

```lean
/-- For a function differentiable at a point of the plane, the two partial derivatives are
the values of its differential on the coordinate vectors. -/
theorem partial_derivatives {f : ℝ × ℝ → ℝ} {x y : ℝ}
    (hf : DifferentiableAt ℝ f (x, y)) :
    deriv (fun s => f (s, y)) x = fderiv ℝ f (x, y) (1, 0) ∧
      deriv (fun t => f (x, t)) y = fderiv ℝ f (x, y) (0, 1) := by
  have h1 : HasDerivAt (fun s : ℝ => (s, y)) ((1 : ℝ), (0 : ℝ)) x :=
    (hasDerivAt_id x).prodMk (hasDerivAt_const x y)
  have h2 : HasDerivAt (fun t : ℝ => (x, t)) ((0 : ℝ), (1 : ℝ)) y :=
    (hasDerivAt_const y x).prodMk (hasDerivAt_id y)
  exact ⟨(HasFDerivAt.comp_hasDerivAt x hf.hasFDerivAt h1).deriv,
    (HasFDerivAt.comp_hasDerivAt y hf.hasFDerivAt h2).deriv⟩
```

The relation then reads

U_x p_y = U_y p_x,

where subscripts denote partial derivatives and x and y are now the two coordinates.

```lean
/-- In the plane, let `U` be differentiable and `p` twice continuously differentiable. If the
force at frozen `U` is conservative, then `U_x p_y = U_y p_x` everywhere. -/
theorem planar_compatibility {U p : ℝ × ℝ → ℝ}
    (hU : Differentiable ℝ U) (hp : ContDiff ℝ 2 p)
    (h : IsConservative (frozenUForce U p)) (x y : ℝ) :
    deriv (fun s => U (s, y)) x * deriv (fun t => p (x, t)) y =
      deriv (fun t => U (x, t)) y * deriv (fun s => p (s, y)) x := by
  have hp1 : Differentiable ℝ p := hp.differentiable (by norm_num)
  rw [(partial_derivatives (hU (x, y))).1, (partial_derivatives (hU (x, y))).2,
    (partial_derivatives (hp1 (x, y))).1, (partial_derivatives (hp1 (x, y))).2]
  exact conservative_compatibility (hU (x, y)) hp h (1, 0) (0, 1)
```

Q: Give me a case where it fails.

A: In dimensionless units, take U = 1 + y and p = x². Then U_x = 0, p_y = 0, U_y = 1 and p_x = 2x. At (1, 0) the relation would say 0 = 2, so no energy exists.

```lean
/-- For `U = 1 + y` and `p = x²` the force at frozen `U` is not conservative. -/
theorem linear_U_not_conservative :
    ¬ IsConservative (frozenUForce (fun q : ℝ × ℝ => 1 + q.2) (fun q => q.1 ^ 2)) := by
  intro h
  -- at the point (1, 0) the compatibility condition would read 0 = 2
  have h0 := planar_compatibility (by fun_prop) (by fun_prop) h 1 0
  norm_num at h0
```

The polynomials are chosen for simplicity; they do not model a particular material, and x² resembles a bounded occupation penalty only near the origin.

Q: How much work does the force do around a loop?

A: The force has only an x component, −2x(1 + y). The bottom side of the rectangle contributes −a², the vertical sides contribute nothing, and the top side, traversed backwards, contributes (1 + b)a². The total is

−a² + (1 + b)a² = a² b.

For positive a and b, each circuit in this direction yields positive work, although the nuclei return to where they started.

```lean
/-- For `U = 1 + y` and `p = x²` the force at frozen `U` does the work `a² b` around the
rectangle with corners `(0, 0)` and `(a, b)`. -/
theorem linear_U_rectangleWork (a b : ℝ) :
    rectangleWork (frozenUForce (fun q : ℝ × ℝ => 1 + q.2) (fun q => q.1 ^ 2)) a b
      = a ^ 2 * b := by
  have hF : ∀ q v : ℝ × ℝ,
      frozenUForce (fun q : ℝ × ℝ => 1 + q.2) (fun q => q.1 ^ 2) q v
        = -((1 + q.2) * (2 * q.1 * v.1)) := by
    intro q v
    have h : HasFDerivAt (fun r : ℝ × ℝ => r.1 ^ 2) _ q :=
      (hasDerivAt_pow 2 q.1).comp_hasFDerivAt q
        (hasFDerivAt_fst (𝕜 := ℝ) (E := ℝ) (F := ℝ) (p := q))
    rw [frozenUForce, h.fderiv]
    simp
  -- work along a horizontal side at height c
  have hI : ∀ c : ℝ, ∫ s in (0 : ℝ)..a, -((1 + c) * (2 * s * 1)) = -((1 + c) * a ^ 2) := by
    intro c
    rw [show (fun s : ℝ => -((1 + c) * (2 * s * 1))) = fun s => (-(2 * (1 + c))) * s from by
      ext s; ring, intervalIntegral.integral_const_mul, integral_id]
    ring
  simp only [rectangleWork, hF, hI, mul_zero, neg_zero, intervalIntegral.integral_zero]
  ring
```

In the proof, `hF` evaluates the force and `hI` integrates along a horizontal side at height c.

Q: Is a varying U always fatal, then?

A: No. Suppose that U depends on geometry only through p, as U = g(p) with g continuous. Define

E(x) = ∫₀^{p(x)} g(t) dt.

The fundamental theorem of calculus and the chain rule give dE = g(p) dp = U dp.

```lean
/-- If `U` depends on the geometry only through a differentiable `p`, as `U = g(p)` with `g`
continuous, then the force at frozen `U` is conservative. -/
theorem conservative_of_function_of_p {g : ℝ → ℝ} {p : V → ℝ}
    (hg : Continuous g) (hp : Differentiable ℝ p) :
    IsConservative (frozenUForce (fun x => g (p x)) p) := by
  -- the energy is an antiderivative of g, evaluated at p
  refine ⟨fun x => ∫ t in (0 : ℝ)..(p x), g t, fun x => ?_⟩
  have hG : HasDerivAt (fun s => ∫ t in (0 : ℝ)..s, g t) (g (p x)) (p x) :=
    (hg.integral_hasStrictDerivAt 0 (p x)).hasDerivAt
  rw [frozenUForce, neg_neg]
  exact hG.comp_hasFDerivAt x (hp x).hasFDerivAt

end

end HubbardFrozenUForce
```

This E is generally not U p. For g(p) = p it is p²/2, whereas U p is p². The force is conservative, but it belongs to another energy.

Q: My calculation also has kinetic, Hartree and exchange-correlation terms, and the occupations respond to U. Does your model force −U dp say anything about it?

A: One further step is needed, and it is a physical argument, not part of the Lean theorems: at self-consistency the total energy must be stationary under allowed variations of the electronic state. Let W(x) be the self-consistent total energy evaluated with U(x), and p(x) the resulting penalty. Stationarity makes the derivative of the total energy with respect to U, at fixed nuclei, equal to p, so the total force at frozen U is

−dW + p dU = −d(W − U p) − U dp.

The first term on the right is conservative. Whether the total force is conservative therefore depends on −U dp, the field studied here, provided that W, U and p vary smoothly with geometry.

Q: Where does this show up in a molecular dynamics run?

A: It shows up if the run recomputes U along the trajectory instead of keeping one fixed value. At each time step of such a run, linear response, for example, supplies U at the current geometry, the self-consistent cycle supplies n and hence p, and the force routine differentiates the energy with U held constant. The integrator moves the nuclei with that force. With K the nuclear kinetic energy, the exact trajectory under this force obeys

d(K + W)/dt = p dU/dt.

The reported total energy changes whenever p is nonzero and U is changing, even with a perfect integrator. For DFT+U with a smooth, geometry-dependent U, the compatibility relation adds that, where it fails, no redefinition of the potential energy can turn this force into a gradient.

```lean
#print axioms HubbardFrozenUForce.full_force_eq
#print axioms HubbardFrozenUForce.linear_U_not_conservative
#print axioms HubbardFrozenUForce.linear_U_rectangleWork
#print axioms HubbardFrozenUForce.conservative_of_function_of_p
```

```
'HubbardFrozenUForce.full_force_eq' depends on axioms: [propext, Classical.choice, Quot.sound]
'HubbardFrozenUForce.linear_U_not_conservative' depends on axioms: [propext, Classical.choice, Quot.sound]
'HubbardFrozenUForce.linear_U_rectangleWork' depends on axioms: [propext, Classical.choice, Quot.sound]
'HubbardFrozenUForce.conservative_of_function_of_p' depends on axioms: [propext, Classical.choice, Quot.sound]
```
